# Rescaling a linear-method step by 1/(1+c) for derivatives orthogonal to a mixed reference state

Wavefunctions are vectors in a real inner-product space, with overlap ⟨·,·⟩ and norm ‖·‖. The current trial wavefunction ψ has norm 1. A linear-method step is a vector v orthogonal to ψ, and the linear-method wavefunction is ψ + v. A number ξ between 0 and 1 sets how the reference state is mixed from the old and new wavefunctions. Two quantities are built from these:

D = √(1 + ‖v‖²)

c = (1 − ξ)‖v‖² / (ξD + 1 − ξ)

```lean
import Mathlib

open Finset

namespace LinearMethodRescaling

noncomputable section

variable {E : Type*} [NormedAddCommGroup E]
```

The first line loads the mathematics library Mathlib. The last introduces `E`, the space of wavefunctions. At this stage it has only a norm, which is enough to define D and c.

```lean
/-- The quantity `D = √(1 + ‖v‖²)` attached to a linear-method step `v`. -/
def linNorm (v : E) : ℝ := √(1 + ‖v‖ ^ 2)
```

This is D. The type `(v : E) : ℝ` says that a vector goes in and a real number comes out.

```lean
/-- The shift `c = (1 - ξ) ‖v‖² / (ξ D + 1 - ξ)` of the step `v` along the current
wavefunction, meant for `0 ≤ ξ`, where the denominator is positive. -/
def normShift (ξ : ℝ) (v : E) : ℝ :=
  (1 - ξ) * ‖v‖ ^ 2 / (ξ * linNorm v + (1 - ξ))
```

This is c, called `normShift ξ v` in the code. The definition accepts any real ξ; the theorems add the restrictions.

## Positivity and the gap between 1 + c and D

```lean
/-- The quantity `D` is at least one. -/
lemma one_le_linNorm (v : E) : 1 ≤ linNorm v := by
  unfold linNorm
  exact (Real.le_sqrt' one_pos).2 (by nlinarith [sq_nonneg ‖v‖])
```

Since ‖v‖² ≥ 0, we have D ≥ 1. The words after the colon are the claim, and those after `:=` are its proof.

```lean
/-- The denominator `ξ D + 1 - ξ` of the shift is positive for `0 ≤ ξ`. -/
lemma denom_pos {ξ : ℝ} (h0 : 0 ≤ ξ) (v : E) : 0 < ξ * linNorm v + (1 - ξ) := by
  nlinarith [mul_nonneg h0 (sub_nonneg.2 (one_le_linNorm v))]
```

The denominator of c can be written as 1 + ξ(D − 1), so it is positive for ξ ≥ 0. The hypothesis ξ ≥ 0 appears as the named argument `h0`.

```lean
/-- The factor `1 + c` is positive for `0 ≤ ξ ≤ 1`. -/
lemma one_add_shift_pos {ξ : ℝ} (h0 : 0 ≤ ξ) (h1 : ξ ≤ 1) (v : E) :
    0 < 1 + normShift ξ v := by
  have h : 0 ≤ normShift ξ v :=
    div_nonneg (mul_nonneg (sub_nonneg.2 h1) (sq_nonneg _)) (denom_pos h0 v).le
  linarith
```

If also ξ ≤ 1, the numerator of c is non-negative. Hence c ≥ 0 and 1 + c > 0, so division by 1 + c is safe.

```lean
/-- For `0 ≤ ξ`, the difference between `1 + c` and `D`, multiplied by `ξ D + 1 - ξ`, equals `(1 - 2
ξ) D (D - 1)`. -/
theorem shift_gap {ξ : ℝ} (h0 : 0 ≤ ξ) (v : E) :
    (1 + normShift ξ v - linNorm v) * (ξ * linNorm v + (1 - ξ)) =
      (1 - 2 * ξ) * linNorm v * (linNorm v - 1) := by
  have hc : normShift ξ v * (ξ * linNorm v + (1 - ξ)) = (1 - ξ) * ‖v‖ ^ 2 :=
    div_mul_cancel₀ _ (denom_pos h0 v).ne'
  have hD : linNorm v ^ 2 = 1 + ‖v‖ ^ 2 := Real.sq_sqrt (by positivity)
  linear_combination hc - (1 - ξ) * hD
```

Write M = ξD + 1 − ξ. By definition cM = (1 − ξ)‖v‖², and ‖v‖² = D² − 1. Therefore

(1 + c − D)M = (1 − D)M + (1 − ξ)(D² − 1)

= (D − 1)[(1 − ξ)(D + 1) − ξD − 1 + ξ]

= (1 − 2ξ)D(D − 1).

In the proof, `hc` and `hD` are the two facts used here. The tactic `linear_combination` checks that the claim follows from them by algebra.

```lean
/-- The shift is `0` for `ξ = 1`, `‖v‖²` for `ξ = 0`, and `D - 1` for `ξ = 1/2`. -/
theorem normShift_special (v : E) :
    normShift 1 v = 0 ∧ normShift 0 v = ‖v‖ ^ 2 ∧ normShift (1 / 2) v = linNorm v - 1 := by
  refine ⟨by simp [normShift], by simp [normShift], ?_⟩
  have h0 : (0 : ℝ) ≤ 1 / 2 := by norm_num
  have hz : (1 + normShift (1 / 2) v - linNorm v) * (1 / 2 * linNorm v + (1 - 1 / 2)) = 0 := by
    rw [shift_gap h0 v]; ring
  linarith [(mul_eq_zero.1 hz).resolve_right (denom_pos h0 v).ne']
```

The symbol `∧` means "and". For ξ = 1 the numerator vanishes and c = 0. For ξ = 0 the denominator is 1 and c = ‖v‖². For ξ = 1/2,

c = (D² − 1)/(D + 1) = D − 1.

Lean obtains the last value from the gap identity: its right side is zero at ξ = 1/2, and M is not.

## Orthogonality to the mixed reference

```lean
variable [InnerProductSpace ℝ E]

/-- The reference state `ξ ψ + (1 - ξ) (ψ + v) / D`, which mixes the current wavefunction
with the linear-method wavefunction divided by `D`. -/
def referenceState (ξ : ℝ) (ψ v : E) : E :=
  ξ • ψ + ((1 - ξ) / linNorm v) • (ψ + v)
```

`E` now receives a real inner product, written `inner ℝ ψ v` for ⟨ψ,v⟩, and `•` multiplies a vector by a number. The reference state is

R = ξψ + (1 − ξ)(ψ + v)/D.

At ξ = 1 it is the current wavefunction, at ξ = 0 the normalized linear-method wavefunction, and at ξ = 1/2 their average. R itself need not have norm 1.

```lean
/-- For a normalized `ψ` and a step `v` orthogonal to it, the linear-method wavefunction
`ψ + v` has norm `D`. -/
theorem norm_linear_state {ψ v : E} (hψ : ‖ψ‖ = 1) (hv : inner ℝ ψ v = 0) :
    ‖ψ + v‖ = linNorm v := by
  have h : ‖ψ + v‖ ^ 2 = 1 + ‖v‖ ^ 2 := by
    rw [norm_add_sq_real, hψ, hv]; ring
  unfold linNorm
  rw [← h, Real.sqrt_sq (norm_nonneg _)]
```

Because the cross term vanishes,

‖ψ + v‖² = ‖ψ‖² + 2⟨ψ,v⟩ + ‖v‖² = 1 + ‖v‖².

Taking the square root gives D, so (ψ + v)/D is indeed normalized.

```lean
/-- Let `ψ` be normalized, let `u` and `v` be orthogonal to it, and let `0 ≤ ξ`. Then `u` becomes
orthogonal to the reference state after subtracting `a ψ` for exactly one number `a`, given here in
closed form. -/
theorem tangent_orthogonal_iff {ψ v u : E} {ξ : ℝ} (hψ : ‖ψ‖ = 1) (hv : inner ℝ ψ v = 0)
    (hu : inner ℝ ψ u = 0) (h0 : 0 ≤ ξ) (a : ℝ) :
    inner ℝ (u - a • ψ) (referenceState ξ ψ v) = 0 ↔
      a = (1 - ξ) * inner ℝ u v / (ξ * linNorm v + (1 - ξ)) := by
  have hD : linNorm v ≠ 0 := (zero_lt_one.trans_le (one_le_linNorm v)).ne'
  have hψψ : inner ℝ ψ ψ = (1 : ℝ) := by rw [real_inner_self_eq_norm_sq, hψ]; norm_num
  have huψ : inner ℝ u ψ = (0 : ℝ) := by rw [real_inner_comm]; exact hu
  -- the overlap with the reference is affine in the shift
  have key : inner ℝ (u - a • ψ) (referenceState ξ ψ v) =
      ((1 - ξ) * inner ℝ u v - a * (ξ * linNorm v + (1 - ξ))) / linNorm v := by
    unfold referenceState
    simp only [inner_sub_left, inner_add_right, real_inner_smul_left, real_inner_smul_right,
      hψψ, huψ, hv]
    field_simp
    ring
  rw [key, div_eq_zero_iff, or_iff_left hD, eq_div_iff (denom_pos h0 v).ne']
  constructor <;> intro h <;> linarith
```

Here u is any vector orthogonal to ψ, such as a parameter derivative with its ψ component removed. Using ⟨ψ,ψ⟩ = 1 and ⟨ψ,u⟩ = ⟨ψ,v⟩ = 0,

⟨u − aψ, R⟩ = −aξ + (1 − ξ)(⟨u,v⟩ − a)/D

= [(1 − ξ)⟨u,v⟩ − aM]/D.

This is zero exactly when a = (1 − ξ)⟨u,v⟩/M. The symbol `↔` means "if and only if", so the theorem gives both the solution and its uniqueness. The intermediate fact `key` is the displayed overlap; the remaining lines solve for a, using D ≠ 0 and M > 0.

```lean
/-- For a normalized `ψ`, a step `v` orthogonal to it and `0 ≤ ξ`, the vector `v - c ψ` is
orthogonal to the reference state exactly when `c = (1 - ξ) ‖v‖² / (ξ D + 1 - ξ)`. -/
theorem step_orthogonal_iff {ψ v : E} {ξ : ℝ} (hψ : ‖ψ‖ = 1) (hv : inner ℝ ψ v = 0)
    (h0 : 0 ≤ ξ) (c : ℝ) :
    inner ℝ (v - c • ψ) (referenceState ξ ψ v) = 0 ↔ c = normShift ξ v := by
  rw [tangent_orthogonal_iff hψ hv hv h0, real_inner_self_eq_norm_sq, normShift]
```

Setting u = v turns ⟨u,v⟩ into ‖v‖², and a becomes c. Thus v − cψ is orthogonal to R for this c and no other. The bound ξ ≤ 1 is not assumed here.

## The rescaled parameter step

```lean
/-- Let `ψ` be normalized and `0 ≤ ξ ≤ 1`. Let the derivatives `φ i` be linearly independent and
orthogonal to `ψ`, and let each be shifted along `ψ` to be orthogonal to the reference state. The
linear-method wavefunction with parameter step `p` is then `t` times the linear wavefunction with
step `q` in the shifted derivatives exactly when `t = 1 + c` and `q = p / (1 + c)`. -/
theorem rescaled_parameter_step {ι : Type*} [Fintype ι] {ψ v : E} {φ : ι → E} {p a : ι → ℝ}
    {ξ : ℝ} (hψ : ‖ψ‖ = 1) (hφ : ∀ i, inner ℝ ψ (φ i) = 0) (hli : LinearIndependent ℝ φ)
    (hstep : v = ∑ i, p i • φ i) (h0 : 0 ≤ ξ) (h1 : ξ ≤ 1)
    (ha : ∀ i, inner ℝ (φ i - a i • ψ) (referenceState ξ ψ v) = 0) (t : ℝ) (q : ι → ℝ) :
    ψ + v = t • (ψ + ∑ i, q i • (φ i - a i • ψ)) ↔
      t = 1 + normShift ξ v ∧ ∀ i, q i = p i / (1 + normShift ξ v) := by
  have hψψ : inner ℝ ψ ψ = (1 : ℝ) := by rw [real_inner_self_eq_norm_sq, hψ]; norm_num
  have hsum : ∀ r : ι → ℝ, inner ℝ ψ (∑ i, r i • φ i) = 0 := by
    intro r
    rw [inner_sum]
    exact sum_eq_zero fun i _ => by rw [real_inner_smul_right, hφ i, mul_zero]
  have hv : inner ℝ ψ v = 0 := by rw [hstep]; exact hsum p
  have expand : ∀ r : ι → ℝ, ∑ i, r i • (φ i - a i • ψ) =
      ∑ i, r i • φ i - (∑ i, r i * a i) • ψ := by
    intro r
    simp only [smul_sub, smul_smul, sum_sub_distrib, sum_smul]
  -- the individual shifts add up to the shift of the whole step
  have hc : ∑ i, p i * a i = normShift ξ v := by
    apply (step_orthogonal_iff hψ hv h0 _).1
    have e : v - (∑ i, p i * a i) • ψ = ∑ i, p i • (φ i - a i • ψ) := by
      rw [expand p, ← hstep]
    rw [e, sum_inner]
    exact sum_eq_zero fun i _ => by rw [real_inner_smul_left, ha i, mul_zero]
  have hpos := one_add_shift_pos h0 h1 v
  constructor
  · intro h
    rw [expand q] at h
    -- component along the current wavefunction
    have h2 := congrArg (fun x => inner ℝ ψ x) h
    simp only [inner_add_right, inner_sub_right, real_inner_smul_right, hv, hψψ, hsum q] at h2
    have h4 : 1 - t * (1 - ∑ i, q i * a i) = 0 := by linear_combination h2
    have h3 : t • (∑ i, q i • φ i) - v = (1 - t * (1 - ∑ i, q i * a i)) • ψ := by
      linear_combination (norm := module) (-1 : ℝ) • h
    rw [h4, zero_smul, hstep] at h3
    -- components along the independent derivatives
    have h5 : ∀ i, t * q i - p i = 0 := by
      refine Fintype.linearIndependent_iff.1 hli (fun i => t * q i - p i) ?_
      simp only [sub_smul, mul_smul, sum_sub_distrib, ← smul_sum]
      exact h3
    have h7 : t * ∑ i, q i * a i = ∑ i, p i * a i := by
      rw [mul_sum]
      exact sum_congr rfl fun i _ => by linear_combination a i * h5 i
    have h6 : t = 1 + normShift ξ v := by linear_combination -h4 + h7 + hc
    refine ⟨h6, fun i => ?_⟩
    rw [eq_div_iff hpos.ne', ← h6]
    linarith [h5 i]
  · rintro ⟨ht, hq⟩
    have e : ∀ i, t * q i = p i := by
      intro i
      have hne := hpos.ne'
      rw [hq i, ht]
      field_simp
    have e2 : t • ∑ i, q i • (φ i - a i • ψ) = ∑ i, p i • (φ i - a i • ψ) := by
      rw [smul_sum]
      exact sum_congr rfl fun i _ => by rw [smul_smul, e i]
    rw [smul_add, e2, expand p, ← hstep, hc, ht]
    module
```

The derivatives `φ i` are finitely many linearly independent vectors φᵢ orthogonal to ψ, and the step is v = Σ pᵢφᵢ with parameter changes pᵢ. Multiplying the trial function by a parameter-dependent factor, equal to 1 at the current parameters, adds a multiple of ψ to each derivative. This is the physical origin of the shifted derivatives φᵢ − aᵢψ. The hypothesis `ha` fixes aᵢ by requiring orthogonality to R.

The theorem concerns the equation

ψ + v = t[ψ + Σ qᵢ(φᵢ − aᵢψ)],

and says that it holds exactly when t = 1 + c and every qᵢ = pᵢ/(1 + c).

First, the individual shifts add up to c. Each φᵢ − aᵢψ is orthogonal to R, so the sum

Σ pᵢ(φᵢ − aᵢψ) = v − (Σ pᵢaᵢ)ψ

is too. Uniqueness in the previous theorem gives Σ pᵢaᵢ = c, which is `hc` in the code.

Now suppose the equation holds, and put A = Σ qᵢaᵢ. Its component along ψ gives

1 = t(1 − A).

What remains is Σ (tqᵢ − pᵢ)φᵢ = 0, and linear independence gives tqᵢ = pᵢ for every i. Hence tA = Σ pᵢaᵢ = c, so t = 1 + tA = 1 + c, and qᵢ = pᵢ/(1 + c). In Lean, `h4` is the ψ component, `h5` the comparison of coefficients, and `h6` the value of t.

Conversely, if t and qᵢ have these values, then tqᵢ = pᵢ and the right side is

(1 + c)ψ + v − cψ = ψ + v.

The two directions follow the word `constructor`, each starting with a dot.

For variational Monte Carlo optimization, treated here with exact real vectors and no sampling noise, this shows how the choice of normalization changes the length of the parameter step while leaving the linear wavefunction the same up to a factor. The eigenvalue problem that would determine v from a Hamiltonian is not modelled: v is given. Nor is the updated nonlinear trial function, for which steps p and p/(1 + c) generally lead to different wavefunctions.

## When the rescaled linear state has unit norm

```lean
/-- For a normalized `ψ`, a step `v` orthogonal to it and `0 ≤ ξ ≤ 1`, the linear wavefunction built
from the shifted and rescaled step has unit norm exactly when `ξ = 1/2` or the step vanishes. -/
theorem rescaled_state_norm_eq_one_iff {ψ v : E} {ξ : ℝ} (hψ : ‖ψ‖ = 1)
    (hv : inner ℝ ψ v = 0) (h0 : 0 ≤ ξ) (h1 : ξ ≤ 1) :
    ‖ψ + (1 + normShift ξ v)⁻¹ • (v - normShift ξ v • ψ)‖ = 1 ↔ ξ = 1 / 2 ∨ v = 0 := by
  have hpos := one_add_shift_pos h0 h1 v
  have hgap := shift_gap h0 v
  -- the rescaled state is the linear-method state divided by `1 + c`
  have e : ψ + (1 + normShift ξ v)⁻¹ • (v - normShift ξ v • ψ) =
      (1 + normShift ξ v)⁻¹ • (ψ + v) := by
    have h : (1 + normShift ξ v)⁻¹ * (1 + normShift ξ v) = 1 := inv_mul_cancel₀ hpos.ne'
    have h' := congrArg (fun x : ℝ => x • ψ) h
    simp only [one_smul] at h'
    linear_combination (norm := module) (-1 : ℝ) • h'
  rw [e, norm_smul, norm_linear_state hψ hv, Real.norm_of_nonneg (inv_pos.2 hpos).le,
    inv_mul_eq_one₀ hpos.ne']
  constructor
  · intro h
    rw [h, sub_self, zero_mul] at hgap
    have hD := one_le_linNorm v
    rcases mul_eq_zero.1 hgap.symm with h2 | h2
    · rcases mul_eq_zero.1 h2 with h3 | h3
      · left; linarith
      · linarith
    · right
      have hsq : linNorm v ^ 2 = 1 + ‖v‖ ^ 2 := Real.sq_sqrt (by positivity)
      have hn : ‖v‖ ^ 2 = 0 := by
        rw [sub_eq_zero.1 h2] at hsq; linarith
      exact norm_eq_zero.1 (pow_eq_zero_iff two_ne_zero |>.1 hn)
  · rintro (h | h)
    · have hz : (1 + normShift ξ v - linNorm v) * (ξ * linNorm v + (1 - ξ)) = 0 := by
        rw [hgap, h]; ring
      exact sub_eq_zero.1 ((mul_eq_zero.1 hz).resolve_right (denom_pos h0 v).ne')
    · simp [h, normShift, linNorm]
```

Collecting the multiples of ψ gives

ψ + (v − cψ)/(1 + c) = (ψ + v)/(1 + c),

whose norm is D/(1 + c). It equals 1 exactly when 1 + c = D. Since M > 0, the gap identity turns this into

(1 − 2ξ)D(D − 1) = 0.

As D ≥ 1, either ξ = 1/2 or D = 1, and D = 1 means v = 0. The fact `e` in the proof is the first equation, and `rcases` separates the possible zero factors.

## A two-dimensional example with numbers

```lean
/-- In the plane, `ψ = (1, 0)` with the single derivative `φ = (0, 1)`, parameter step `3/4`,
`ξ = 1/2` and derivative shift `1/3` meets the hypotheses of the rescaling theorem. -/
theorem rescaled_parameter_step_witness :
    let ψ : EuclideanSpace ℝ (Fin 2) := !₂[1, 0]
    let φ : EuclideanSpace ℝ (Fin 2) := !₂[0, 1]
    ‖ψ‖ = 1 ∧ inner ℝ ψ φ = 0 ∧ LinearIndependent ℝ (fun _ : Fin 1 => φ) ∧
      inner ℝ (φ - (1 / 3 : ℝ) • ψ) (referenceState (1 / 2) ψ ((3 / 4 : ℝ) • φ)) = 0 := by
  intro ψ φ
  have hψ : ‖ψ‖ = 1 := by simp [ψ, EuclideanSpace.norm_eq, Fin.sum_univ_two]
  have hφ : ‖φ‖ = 1 := by simp [φ, EuclideanSpace.norm_eq, Fin.sum_univ_two]
  have ho : inner ℝ ψ φ = 0 := by simp [ψ, φ, PiLp.inner_apply, Fin.sum_univ_two]
  have hD : linNorm ((3 / 4 : ℝ) • φ) = 5 / 4 := by
    unfold linNorm
    rw [norm_smul, hφ, Real.norm_of_nonneg (by norm_num),
      show (1 : ℝ) + (3 / 4 * 1) ^ 2 = (5 / 4) ^ 2 by norm_num, Real.sqrt_sq (by norm_num)]
  refine ⟨hψ, ho, ?_, ?_⟩
  · refine Fintype.linearIndependent_iff.2 fun g hg i => ?_
    have h := congrArg (fun x : EuclideanSpace ℝ (Fin 2) => x.ofLp 1) hg
    rw [Subsingleton.elim i 0]
    simpa [φ] using h
  · refine (tangent_orthogonal_iff hψ ?_ ho (by norm_num) _).2 ?_
    · rw [real_inner_smul_right, ho, mul_zero]
    · rw [real_inner_smul_right, real_inner_self_eq_norm_sq, hφ, hD]
      norm_num

end

end LinearMethodRescaling
```

This theorem confirms that the rescaling theorem's hypotheses are met in a concrete case: the plane, written `EuclideanSpace ℝ (Fin 2)`, with one derivative. Take ψ = (1, 0), φ = (0, 1), p = 3/4 and ξ = 1/2. Then v = (0, 3/4), and

D = √(1 + 9/16) = 5/4

M = 5/8 + 1/2 = 9/8

a = (1/2)(3/4)/(9/8) = 1/3

c = (1/2)(9/16)/(9/8) = 1/4.

The sum rule reads pa = (3/4)(1/3) = 1/4 = c. The reference state is R = (9/10, 3/10), and the shifted derivative is φ − aψ = (−1/3, 1). Their overlap is −3/10 + 3/10 = 0, as required.

The rescaled parameter step is q = (3/4)/(5/4) = 3/5, and the linear state built from it is

ψ + q(φ − aψ) = (1 − 1/5, 3/5) = (4/5, 3/5).

It has norm 1, as expected for ξ = 1/2, and multiplying it by t = 1 + c = 5/4 gives back ψ + v = (1, 3/4).

```lean
#print axioms LinearMethodRescaling.normShift_special
#print axioms LinearMethodRescaling.rescaled_parameter_step
#print axioms LinearMethodRescaling.rescaled_state_norm_eq_one_iff
```

```
'LinearMethodRescaling.normShift_special' depends on axioms: [propext, Classical.choice, Quot.sound]
'LinearMethodRescaling.rescaled_parameter_step' depends on axioms: [propext, Classical.choice, Quot.sound]
'LinearMethodRescaling.rescaled_state_norm_eq_one_iff' depends on axioms: [propext, Classical.choice, Quot.sound]
```
